# Solutions of a symmetry-invariant finite-basis OEP equation break the symmetry only through null vectors

Let the optimized-effective-potential (OEP) equation $Av=b$ have $A=\mathrm{diag}(2,0)$ and $b=(2,0)$: its solutions are $(1,t)$ with $t$ real, and reflecting the second coordinate, which commutes with $A$ and fixes $b$, turns $(1,t)$ into $(1,-t)$. The solution with $t=0$ has the smallest norm and is symmetric, while every other solution breaks the symmetry by the null vector $(0,t)$ of $A$.

In Lean 4 with Mathlib:

```lean
import Mathlib

open Matrix

namespace OEPSymmetry

noncomputable section

variable {n G : Type*} [Fintype n] [DecidableEq n] [Group G]

/-- The group acts by orthogonal matrices that commute with the response matrix `A`
and leave the right-hand side `b` of the OEP equation `A v = b` unchanged. -/
structure IsSymmetry (ρ : G →* Matrix n n ℝ) (A : Matrix n n ℝ) (b : n → ℝ) : Prop where
  orthogonal : ∀ g, (ρ g)ᵀ * ρ g = 1
  commutes : ∀ g, A * ρ g = ρ g * A
  fixes : ∀ g, ρ g *ᵥ b = b

/-- The potential `v` solves `A v = b` and no other solution has a smaller norm. -/
def IsMinNorm (A : Matrix n n ℝ) (b v : n → ℝ) : Prop :=
  A *ᵥ v = b ∧ ∀ u, A *ᵥ u = b → v ⬝ᵥ v ≤ u ⬝ᵥ u

/-- The average of the potential `v` over all operations of a finite group. -/
def average [Fintype G] (ρ : G →* Matrix n n ℝ) (v : n → ℝ) : n → ℝ :=
  (Fintype.card G : ℝ)⁻¹ • ∑ g, ρ g *ᵥ v

/-- A symmetry operation turns a solution of the OEP equation into a solution. -/
theorem image_solves {ρ : G →* Matrix n n ℝ} {A : Matrix n n ℝ} {b v : n → ℝ}
    (h : IsSymmetry ρ A b) (hv : A *ᵥ v = b) (g : G) : A *ᵥ (ρ g *ᵥ v) = b := by
  rw [Matrix.mulVec_mulVec, h.commutes, ← Matrix.mulVec_mulVec, hv, h.fixes]

omit [DecidableEq n] in
/-- For a symmetric response matrix and a solvable OEP equation, some minimum-norm
solution lies in the range of the response matrix. -/
theorem exists_minNorm {A : Matrix n n ℝ} {b : n → ℝ} (hA : A.IsSymm)
    (hb : ∃ v, A *ᵥ v = b) : ∃ w, IsMinNorm A b (A *ᵥ w) := by
  obtain ⟨v, hv⟩ := hb
  -- `A * A` and `A` have the same rank, hence the same range
  have hr : LinearMap.range (A * A).mulVecLin = LinearMap.range A.mulVecLin := by
    apply Submodule.eq_of_le_of_finrank_eq
    · rintro _ ⟨x, rfl⟩
      exact ⟨A *ᵥ x, by simp only [Matrix.mulVecLin_apply, Matrix.mulVec_mulVec]⟩
    · have h := Matrix.rank_transpose_mul_self A
      rw [hA.eq] at h
      exact h
  obtain ⟨w, hw⟩ : b ∈ LinearMap.range (A * A).mulVecLin := by
    rw [hr]
    exact ⟨v, hv⟩
  have hw' : A *ᵥ (A *ᵥ w) = b := by
    rw [Matrix.mulVec_mulVec]
    exact hw
  refine ⟨w, hw', fun u hu => ?_⟩
  -- `A w` is orthogonal to the null vector `u - A w`
  have ho : (A *ᵥ w) ⬝ᵥ (u - A *ᵥ w) = 0 := by
    rw [dotProduct_comm, Matrix.dotProduct_mulVec, ← Matrix.mulVec_transpose, hA.eq,
      Matrix.mulVec_sub, hu, hw', sub_self, zero_dotProduct]
  have hn : 0 ≤ (u - A *ᵥ w) ⬝ᵥ (u - A *ᵥ w) :=
    Finset.sum_nonneg fun i _ => mul_self_nonneg _
  simp only [dotProduct_sub, sub_dotProduct] at ho hn
  linarith [dotProduct_comm u (A *ᵥ w)]

omit [DecidableEq n] in
/-- Two minimum-norm solutions of the same OEP equation coincide. -/
theorem minNorm_unique {A : Matrix n n ℝ} {b v w : n → ℝ}
    (hv : IsMinNorm A b v) (hw : IsMinNorm A b w) : v = w := by
  -- compare with the midpoint, which is again a solution
  have hm := hv.2 ((1 / 2 : ℝ) • (v + w)) (by
    rw [Matrix.mulVec_smul, Matrix.mulVec_add, hv.1, hw.1]
    module)
  have h1 := hw.2 v hv.1
  have h2 := hv.2 w hw.1
  have hn : 0 ≤ (v - w) ⬝ᵥ (v - w) := Finset.sum_nonneg fun i _ => mul_self_nonneg _
  have hz : (v - w) ⬝ᵥ (v - w) = 0 := by
    refine le_antisymm ?_ hn
    simp only [smul_dotProduct, dotProduct_smul, add_dotProduct, dotProduct_add,
      smul_eq_mul] at hm
    simp only [dotProduct_sub, sub_dotProduct]
    linarith [dotProduct_comm v w]
  exact sub_eq_zero.mp (dotProduct_self_eq_zero.mp hz)

/-- A minimum-norm solution is unchanged by every symmetry operation. -/
theorem minNorm_fixed {ρ : G →* Matrix n n ℝ} {A : Matrix n n ℝ} {b v : n → ℝ}
    (h : IsSymmetry ρ A b) (hv : IsMinNorm A b v) (g : G) : ρ g *ᵥ v = v := by
  -- the image is a solution of the same norm
  have hnorm : (ρ g *ᵥ v) ⬝ᵥ (ρ g *ᵥ v) = v ⬝ᵥ v := by
    rw [Matrix.dotProduct_mulVec, ← Matrix.mulVec_transpose, Matrix.mulVec_mulVec,
      h.orthogonal, Matrix.one_mulVec]
  refine minNorm_unique ⟨image_solves h hv.1 g, fun u hu => ?_⟩ hv
  rw [hnorm]
  exact hv.2 u hu

/-- The group average of any potential is unchanged by every group operation. -/
theorem average_fixed [Fintype G] (ρ : G →* Matrix n n ℝ) (v : n → ℝ) (g : G) :
    ρ g *ᵥ average ρ v = average ρ v := by
  have hs : ρ g *ᵥ (∑ k, ρ k *ᵥ v) = ∑ k, ρ g *ᵥ (ρ k *ᵥ v) :=
    map_sum (ρ g).mulVecLin _ _
  unfold average
  rw [Matrix.mulVec_smul, hs]
  simp only [Matrix.mulVec_mulVec, ← map_mul]
  -- relabel the group elements
  exact congrArg (fun s => (Fintype.card G : ℝ)⁻¹ • s)
    (Equiv.sum_comp (Equiv.mulLeft g) (fun k => ρ k *ᵥ v))

/-- The average of a solution of the OEP equation over a finite symmetry group of the equation is
again a solution. -/
theorem average_solves [Fintype G] {ρ : G →* Matrix n n ℝ} {A : Matrix n n ℝ}
    {b v : n → ℝ} (h : IsSymmetry ρ A b) (hv : A *ᵥ v = b) : A *ᵥ average ρ v = b := by
  have hs : A *ᵥ (∑ k, ρ k *ᵥ v) = ∑ k, A *ᵥ (ρ k *ᵥ v) := map_sum A.mulVecLin _ _
  have hc : (Fintype.card G : ℝ) ≠ 0 := Nat.cast_ne_zero.mpr Fintype.card_ne_zero
  unfold average
  rw [Matrix.mulVec_smul, hs, Finset.sum_congr rfl fun k _ => image_solves h hv k,
    Finset.sum_const, Finset.card_univ, ← Nat.cast_smul_eq_nsmul ℝ, smul_smul,
    inv_mul_cancel₀ hc, one_smul]

/-- For a symmetric response matrix and a solvable OEP equation with a finite symmetry
group, the minimum-norm solution exists, is unique, lies in the range of the response matrix
and is symmetric. Every solution differs from its group average, a symmetric solution, by a
null vector of the response matrix. -/
theorem symmetry_breaking_in_null_space [Fintype G] {ρ : G →* Matrix n n ℝ}
    {A : Matrix n n ℝ} {b : n → ℝ} (hA : A.IsSymm) (h : IsSymmetry ρ A b)
    (hb : ∃ v, A *ᵥ v = b) :
    (∃ v, IsMinNorm A b v ∧ (∀ u, IsMinNorm A b u → u = v) ∧
      (∃ w, v = A *ᵥ w) ∧ ∀ g, ρ g *ᵥ v = v) ∧
    ∀ u, A *ᵥ u = b → A *ᵥ average ρ u = b ∧
      (∀ g, ρ g *ᵥ average ρ u = average ρ u) ∧ A *ᵥ (u - average ρ u) = 0 := by
  obtain ⟨w, hw⟩ := exists_minNorm hA hb
  refine ⟨⟨A *ᵥ w, hw, fun u hu => minNorm_unique hu hw, ⟨w, rfl⟩, minNorm_fixed h hw⟩,
    fun u hu => ⟨average_solves h hu, average_fixed ρ u, ?_⟩⟩
  rw [Matrix.mulVec_sub, hu, average_solves h hu, sub_self]

/-- For a solvable OEP equation with a finite symmetry group, all solutions are symmetric
exactly when all null vectors of the response matrix are symmetric. -/
theorem all_solutions_fixed_iff [Fintype G] {ρ : G →* Matrix n n ℝ} {A : Matrix n n ℝ}
    {b : n → ℝ} (h : IsSymmetry ρ A b) (hb : ∃ v, A *ᵥ v = b) :
    (∀ v, A *ᵥ v = b → ∀ g, ρ g *ᵥ v = v) ↔ ∀ z, A *ᵥ z = 0 → ∀ g, ρ g *ᵥ z = z := by
  constructor
  · intro hall z hz g
    obtain ⟨v, hv⟩ := hb
    have h1 := hall (v + z) (by rw [Matrix.mulVec_add, hv, hz, add_zero]) g
    rw [Matrix.mulVec_add, hall v hv g] at h1
    exact add_left_cancel h1
  · intro hnull v hv g
    have h1 := hnull (v - average ρ v)
      (by rw [Matrix.mulVec_sub, hv, average_solves h hv, sub_self]) g
    rw [Matrix.mulVec_sub, average_fixed] at h1
    exact sub_left_injective h1

/-- The two-element group acting on the plane by reflection of the second coordinate. -/
def reflection : ℤˣ →* Matrix (Fin 2) (Fin 2) ℝ where
  toFun e := !![1, 0; 0, ((e : ℤ) : ℝ)]
  map_one' := by
    ext i j
    fin_cases i <;> fin_cases j <;> simp
  map_mul' a b := by
    ext i j
    fin_cases i <;> fin_cases j <;> simp [Matrix.mul_apply, Fin.sum_univ_succ]

/-- The reflection group is a symmetry of an OEP equation with a singular symmetric response
matrix, and the solution `(1, 1)` of this equation breaks the symmetry. -/
theorem isSymmetry_witness :
    IsSymmetry reflection !![2, 0; 0, 0] ![2, 0] ∧
    (!![2, 0; 0, 0] : Matrix (Fin 2) (Fin 2) ℝ).IsSymm ∧
    (!![2, 0; 0, 0] : Matrix (Fin 2) (Fin 2) ℝ) *ᵥ ![1, 1] = ![2, 0] ∧
    reflection (-1) *ᵥ ![1, 1] ≠ ![1, 1] := by
  refine ⟨⟨fun e => ?_, fun e => ?_, fun e => ?_⟩, ?_, ?_, fun h => ?_⟩
  · rcases Int.units_eq_one_or e with rfl | rfl <;> ext i j <;> fin_cases i <;>
      fin_cases j <;> simp [reflection, Matrix.mul_apply, Fin.sum_univ_succ]
  · ext i j
    fin_cases i <;> fin_cases j <;>
      simp [reflection, Matrix.mul_apply, Fin.sum_univ_succ]
  · ext i
    fin_cases i <;> simp [reflection, Matrix.mulVec, dotProduct, Fin.sum_univ_succ]
  · ext i j
    fin_cases i <;> fin_cases j <;> simp
  · ext i
    fin_cases i <;> simp [Matrix.mulVec, dotProduct, Fin.sum_univ_succ]
  · have h1 := congrFun h 1
    norm_num [reflection, Matrix.mulVec, dotProduct, Fin.sum_univ_succ] at h1

end

end OEPSymmetry
```

```lean
#print axioms OEPSymmetry.symmetry_breaking_in_null_space
#print axioms OEPSymmetry.all_solutions_fixed_iff
```

```
'OEPSymmetry.symmetry_breaking_in_null_space' depends on axioms: [propext, Classical.choice, Quot.sound]
'OEPSymmetry.all_solutions_fixed_iff' depends on axioms: [propext, Classical.choice, Quot.sound]
```

## Which solutions are symmetric

The general setting is a real symmetric matrix $A$, a vector $b$ and a finite group $G$ whose elements $g$ act by orthogonal matrices $\rho(g)$. These matrices commute with $A$ and fix $b$, and $Av=b$ has at least one solution.

The theorem `symmetry_breaking_in_null_space` then has two parts. First, there is exactly one minimum-norm solution $v$; it has the form $v=Aw$ for some $w$, and $\rho(g)v=v$ for all $g$. Second, for every solution $u$ the group average

$$\bar u=\frac{1}{|G|}\sum_{k\in G}\rho(k)u$$

is a solution fixed by the group, and $A(u-\bar u)=0$.

The theorem `all_solutions_fixed_iff` adds that all solutions are symmetric exactly when all null vectors of $A$ are. A singular response matrix therefore need not lead to symmetry breaking.

In the file, `n` is the finite index set of the potential basis, `*ᵥ` is the matrix-vector product and `⬝ᵥ` the dot product. The type `G →* Matrix n n ℝ` says that `ρ` respects products and the identity; different group elements may have the same matrix. `IsSymmetry` collects the three conditions on `ρ`, and `A.IsSymm` says that $A^T=A$. `IsMinNorm` compares squared norms, which gives the same ordering as norms.

## The potential and its response matrix

In a finite-basis OEP calculation the local exchange–correlation potential is expanded in auxiliary functions, and $v$ holds the coefficients. The matrix $A$ represents the static density response of the non-interacting Kohn–Sham system, and $b$ comes from the orbital-dependent energy, for example exact exchange. The response of a ground state is negative semidefinite; the opening example uses the reversed sign, which leaves the solutions unchanged when $b$ is reversed too. The file takes $A$ and $b$ as given and does not construct them from orbitals.

The commutation condition and the invariance of $b$ stand for a symmetric electronic state: the Kohn–Sham Hamiltonian and the span of the orbital basis are invariant under the point group, and the group maps the occupied space of a closed-shell determinant to itself. Orthogonality of $\rho(g)$ holds, for instance, when the auxiliary functions are orthonormal and the group maps their span to itself. The norm is the Euclidean norm of the coefficients, so the minimum-norm potential can depend on the choice of basis.

Invariance of $b$ is necessary for a symmetric solution: if $\rho(g)v=v$ and $Av=b$, then $\rho(g)b=\rho(g)Av=A\rho(g)v=b$.

A constant potential, if the basis can represent it, is a null vector that respects every spatial symmetry. Only null vectors that the group changes can break the symmetry. For exact-exchange calculations this locates the source of an asymmetric potential in the linear OEP equation at fixed, symmetric $A$ and $b$; symmetry breaking of the orbitals during self-consistency is a different matter.

## Minimum norm implies symmetry

**The group permutes solutions.** If $Av=b$, then $A\rho(g)v=\rho(g)Av=\rho(g)b=b$. This is `image_solves`, whose single rewrite chain follows these equalities.

**A minimum-norm solution exists in the range of $A$.** If $A^2x=0$, then $0=x^TA^2x=|Ax|^2$, so $Ax=0$. Hence $A^2$ and $A$ have the same null space and the same rank. The range of $A^2$ is contained in that of $A$, so the two ranges are equal. Since $b$ lies in the range of $A$, there is a $w$ with $A(Aw)=b$.

Set $v=Aw$. For any other solution $u$, the difference $u-v$ is a null vector, and

$$v\cdot(u-v)=w\cdot A(u-v)=0,\qquad |u|^2=|v|^2+|u-v|^2\ge |v|^2 .$$

In `exists_minNorm`, the equality of ranges is `hr`, with the rank statement taken from Mathlib's `Matrix.rank_transpose_mul_self`. The orthogonality is `ho`, and `linarith` combines it with $|u-v|^2\ge 0$.

**It is unique.** Let $u$ and $v$ both be minimum-norm solutions, so that $|u|=|v|$. Their midpoint is also a solution, and therefore

$$|v|^2\le\left|\tfrac12(u+v)\right|^2=|v|^2-\tfrac14|u-v|^2 ,$$

which forces $u=v$. In `minNorm_unique` the comparison with the midpoint is `hm`, and `hz` is the resulting $|u-v|^2=0$, written there with `v` and `w` for the two solutions.

**It is symmetric.** Orthogonality gives $|\rho(g)v|^2=v^T\rho(g)^T\rho(g)v=|v|^2$. So $\rho(g)v$ is again a minimum-norm solution, and by uniqueness it equals $v$. This is `minNorm_fixed`.

## Averaging isolates the null vector

Every term of the average solves the equation, so

$$A\bar u=\frac1{|G|}\sum_{k\in G}A\rho(k)u=\frac1{|G|}\,|G|\,b=b .$$

This is `average_solves`. Acting with $g$ only relabels the sum,

$$\rho(g)\bar u=\frac1{|G|}\sum_{k\in G}\rho(gk)u=\bar u ,$$

because $k\mapsto gk$ is a bijection of $G$. In `average_fixed` this bijection is `Equiv.mulLeft g`. Subtracting $A\bar u=b$ from $Au=b$ gives $A(u-\bar u)=0$, which completes the main theorem.

For the equivalence, suppose first that all solutions are symmetric, and let $Az=0$. With $v$ a solution, $v+z$ is one too; both are fixed, hence so is $z$. Conversely, if all null vectors are fixed, then $u-\bar u$ and $\bar u$ are fixed, and so is their sum $u$.

The theorem `isSymmetry_witness` confirms that the opening example satisfies the hypotheses and that its solution $(1,1)$ is not symmetric. The two-element group appears there as `ℤˣ`, the integers $\pm1$ under multiplication.

## The regularised equation

The uniqueness argument also applies to a regularised OEP problem, though the file does not treat it. For $\lambda>0$ the function $|Av-b|^2+\lambda|v|^2$ has exactly one minimiser, even when $Av=b$ has no solution. Since $A\rho(g)v-b=\rho(g)(Av-b)$ and $\rho(g)$ preserves norms, the function takes the same value at $v$ and $\rho(g)v$. Its minimiser is therefore fixed by the group.
